# For Hermitian A and B and ε > 0, A(A² + ε²)⁻¹ and B(B² + ε²)⁻¹ differ in operator norm by at most ‖A − B‖/ε²

Take one perturber state whose zeroth-order energy lies d above that of the reference, with coupling v ≠ 0. Its contribution to the second-order energy is −|v|²/d. If d passes through zero along a bond stretch, the perturber is an intruder state and the energy diverges. An imaginary shift replaces 1/d by

f(d) = d/(d² + ε²),

whose slope is

f′(d) = (ε² − d²)/(d² + ε²)², with |f′(d)| ≤ 1/ε².

The steepest point is d = 0, exactly where 1/d fails. With many coupled perturbers, d becomes a Hermitian matrix A. Matrices at two geometries need not commute, so the slope argument no longer suffices, but the same constant survives.

## The shifted matrix and its energy

```lean
import Mathlib

open Matrix
open scoped Matrix.Norms.L2Operator ComplexOrder

namespace ImaginaryShiftSurfaces

noncomputable section

variable {n : Type*} [Fintype n] [DecidableEq n]
```

The finite type `n` labels the perturbers. The opened `L2Operator` norm makes ‖A‖ the largest singular value of A.

```lean
/-- The squared energy-denominator matrix with an imaginary shift, `A² + ε²`. -/
def shiftedDenominator (ε : ℝ) (A : Matrix n n ℂ) : Matrix n n ℂ :=
  A * A + ((ε : ℂ) ^ 2) • (1 : Matrix n n ℂ)
```

This is A² + ε², with ε² multiplying the identity matrix. Physically, A is H₀ − E₀ in an orthonormal perturber basis, where H₀ is the zeroth-order Hamiltonian and E₀ the zeroth-order energy of the reference. The shift ε is a chosen energy: for a single denominator d, the second-order term is halved at |d| = ε and damped more strongly at smaller |d|.

```lean
/-- The regularised inverse `A (A² + ε²)⁻¹` of the energy-denominator matrix `A`,
for Hermitian `A` and nonzero shift `ε`. -/
def shiftedInverse (ε : ℝ) (A : Matrix n n ℂ) : Matrix n n ℂ :=
  A * (shiftedDenominator ε A)⁻¹
```

Write R_A = (A² + ε²)⁻¹ and F_A = A R_A. The name `shiftedInverse` stands for F_A, which is the Hermitian part of (A + iε)⁻¹; hence "imaginary" shift, although ε is real.

```lean
/-- The second-order energy `-Re ⟨v, A (A² + ε²)⁻¹ v⟩` for the coupling vector `v`,
for Hermitian `A` and nonzero shift `ε`. -/
def shiftedEnergy (ε : ℝ) (A : Matrix n n ℂ) (v : EuclideanSpace ℂ n) : ℝ :=
  -(inner ℂ v (WithLp.toLp 2 (shiftedInverse ε A *ᵥ v.ofLp))).re
```

The energy is −Re⟨v, F_A v⟩. The vector v collects the couplings to the reference and is not normalised: ‖v‖² is the total squared coupling. `toLp` and `ofLp` only convert between a list of components and a Euclidean vector. No subsequent correction for the shift is included.

```lean
/-- For Hermitian `A` and nonzero shift, `A² + ε²` is invertible. -/
theorem isUnit_shiftedDenominator {ε : ℝ} (hε : ε ≠ 0) {A : Matrix n n ℂ}
    (hA : A.IsHermitian) : IsUnit (shiftedDenominator ε A) := by
  rw [Matrix.isUnit_iff_isUnit_det, isUnit_iff_ne_zero]
  intro h
  obtain ⟨v, hv, h0⟩ := Matrix.exists_mulVec_eq_zero_iff.mpr h
  -- a null vector would satisfy ‖A v‖² + ε² ‖v‖² = 0
  have h1 : star (A *ᵥ v) ⬝ᵥ (A *ᵥ v) + (ε : ℂ) ^ 2 * (star v ⬝ᵥ v) = 0 := by
    have h2 : star v ⬝ᵥ (shiftedDenominator ε A *ᵥ v) = 0 := by
      rw [h0, dotProduct_zero]
    rw [shiftedDenominator, Matrix.add_mulVec, dotProduct_add, Matrix.smul_mulVec,
      Matrix.one_mulVec, dotProduct_smul, smul_eq_mul, ← Matrix.mulVec_mulVec,
      Matrix.dotProduct_mulVec] at h2
    rw [Matrix.star_mulVec, hA.eq]
    exact h2
  have h3 : (0 : ℂ) ≤ (ε : ℂ) ^ 2 := by exact_mod_cast sq_nonneg ε
  have h4 := ((add_eq_zero_iff_of_nonneg (dotProduct_star_self_nonneg (A *ᵥ v))
    (mul_nonneg h3 (dotProduct_star_self_nonneg v))).mp h1).2
  have h5 := (mul_eq_zero.mp h4).resolve_left
    (pow_ne_zero 2 (Complex.ofReal_ne_zero.mpr hε))
  exact hv (dotProduct_star_self_eq_zero.mp h5)
```

`IsUnit` means invertible. If (A² + ε²)v = 0, then taking the inner product with v and using A† = A gives

0 = ‖Av‖² + ε²‖v‖².

Both terms are nonnegative, so both vanish, and v = 0 because ε ≠ 0. Lean starts from a zero determinant, extracts a nonzero null vector and reaches this contradiction. A itself may be singular.

```lean
/-- For a diagonal matrix of real energy denominators `d i` and nonzero shift, the regularised
inverse is diagonal with entries `d i / (d i² + ε²)`. -/
theorem shiftedInverse_diagonal {ε : ℝ} (hε : ε ≠ 0) (d : n → ℝ) :
    shiftedInverse ε (diagonal fun i => (d i : ℂ)) =
      diagonal fun i => ((d i / (d i ^ 2 + ε ^ 2) : ℝ) : ℂ) := by
  have hS : (shiftedDenominator ε (diagonal fun i => (d i : ℂ)))⁻¹ =
      diagonal fun i => (((d i ^ 2 + ε ^ 2)⁻¹ : ℝ) : ℂ) := by
    apply Matrix.inv_eq_right_inv
    ext i j
    by_cases hij : i = j
    · subst hij
      have h : d i ^ 2 + ε ^ 2 ≠ 0 := by positivity
      have hr : (d i * d i + ε ^ 2) * (d i ^ 2 + ε ^ 2)⁻¹ = 1 := by
        rw [← pow_two, mul_inv_cancel₀ h]
      rw [Matrix.mul_diagonal, shiftedDenominator, Matrix.diagonal_mul_diagonal,
        Matrix.add_apply, Matrix.smul_apply, Matrix.diagonal_apply_eq, Matrix.one_apply_eq,
        smul_eq_mul, mul_one]
      exact_mod_cast hr
    · rw [Matrix.mul_diagonal, shiftedDenominator, Matrix.diagonal_mul_diagonal,
        Matrix.add_apply, Matrix.smul_apply, Matrix.diagonal_apply_ne _ hij,
        Matrix.one_apply_ne hij, smul_zero, add_zero, zero_mul]
  rw [shiftedInverse, hS, Matrix.diagonal_mul_diagonal]
  congr 1
  funext i
  rw [div_eq_mul_inv, Complex.ofReal_mul]
```

For diagonal A, multiplying A² + ε² by the diagonal matrix with entries 1/(dᵢ² + ε²) gives the identity. Multiplying that inverse by A leaves the factors dᵢ/(dᵢ² + ε²). The proof checks diagonal and off-diagonal entries separately.

In a calculation with diagonal H₀, the program forms each dᵢ at the current geometry and sums −|vᵢ|² dᵢ/(dᵢ² + ε²). Suppose ε = 0.1 hartree, |vᵢ| = 0.01 hartree, and dᵢ runs from 0.05 to −0.05 hartree. This term then moves continuously from −0.0004 to +0.0004 hartree, while the unshifted term diverges on the way.

Before the bounds below are applied to a production calculation, check that the program's shifted operator is this F_A. A program that applies the shift only through an approximate diagonal of H₀ solves a different equation when off-diagonal elements remain.

## An exact difference formula

```lean
/-- A Hermitian matrix `A` commutes with `(A² + ε²)⁻¹` when the shift is nonzero. -/
theorem mul_inv_comm {ε : ℝ} (hε : ε ≠ 0) {A : Matrix n n ℂ} (hA : A.IsHermitian) :
    A * (shiftedDenominator ε A)⁻¹ = (shiftedDenominator ε A)⁻¹ * A := by
  have hu := (Matrix.isUnit_iff_isUnit_det _).mp (isUnit_shiftedDenominator hε hA)
  have hc : A * shiftedDenominator ε A = shiftedDenominator ε A * A := by
    simp only [shiftedDenominator, mul_add, add_mul, mul_smul_comm, smul_mul_assoc,
      mul_one, one_mul, mul_assoc]
  calc A * (shiftedDenominator ε A)⁻¹
      = (shiftedDenominator ε A)⁻¹ * (shiftedDenominator ε A * A)
          * (shiftedDenominator ε A)⁻¹ := by
        rw [← mul_assoc, Matrix.nonsing_inv_mul _ hu, one_mul]
    _ = (shiftedDenominator ε A)⁻¹ * A := by
        rw [← hc, mul_assoc, mul_assoc, Matrix.mul_nonsing_inv _ hu, mul_one]
```

A commutes with A² + ε², and therefore with its inverse. The calculation inserts R_A(A² + ε²) = 1 on the left, exchanges the factors and cancels on the right.

```lean
/-- For Hermitian `A`, `B` and nonzero shift, the change of the regularised inverse is an
exact expression linear in the explicit factor `A - B`. -/
theorem shiftedInverse_sub {ε : ℝ} (hε : ε ≠ 0) {A B : Matrix n n ℂ}
    (hA : A.IsHermitian) (hB : B.IsHermitian) :
    shiftedInverse ε A - shiftedInverse ε B =
      ((ε : ℂ) ^ 2) • ((shiftedDenominator ε A)⁻¹ * (A - B) * (shiftedDenominator ε B)⁻¹)
        - shiftedInverse ε A * (A - B) * shiftedInverse ε B := by
  have ha := Matrix.nonsing_inv_mul _
    ((Matrix.isUnit_iff_isUnit_det _).mp (isUnit_shiftedDenominator hε hA))
  have hb := Matrix.mul_nonsing_inv _
    ((Matrix.isUnit_iff_isUnit_det _).mp (isUnit_shiftedDenominator hε hB))
  have hc := mul_inv_comm hε hA
  unfold shiftedInverse
  rw [hc]
  generalize (shiftedDenominator ε A)⁻¹ = R at *
  generalize (shiftedDenominator ε B)⁻¹ = Q at *
  -- bring both terms over the common denominators
  calc R * A - B * Q
      = R * A * (shiftedDenominator ε B * Q) - R * shiftedDenominator ε A * (B * Q) := by
        rw [ha, hb, mul_one, one_mul]
    _ = _ := by
        simp only [shiftedDenominator, mul_add, add_mul, mul_sub, sub_mul, mul_smul_comm,
          smul_mul_assoc, mul_one, one_mul, mul_assoc]
        module
```

Using F_A = R_A A, put both terms between R_A and R_B:

F_A − F_B = R_A [A(B² + ε²) − (A² + ε²)B] R_B
= R_A [ε²(A − B) − A(A − B)B] R_B
= ε² R_A(A − B)R_B − F_A(A − B)F_B.

In Lean, `R` and `Q` stand for R_A and R_B. The `calc` block inserts the two identities, and `module` collects the terms after expansion. The order of the factors is kept throughout.

## The bound and its best constant

```lean
/-- For Hermitian `A`, `B` and `ε > 0`, the regularised inverses differ in operator norm
by at most `‖A - B‖ / ε²`. -/
theorem norm_shiftedInverse_sub_le {ε : ℝ} (hε : 0 < ε) {A B : Matrix n n ℂ}
    (hA : A.IsHermitian) (hB : B.IsHermitian) :
    ‖shiftedInverse ε A - shiftedInverse ε B‖ ≤ ‖A - B‖ / ε ^ 2 := by
  obtain ⟨c, hcs, hcc, hcn⟩ : ∃ c : ℂ, star c = -c ∧ c * c = -(ε : ℂ) ^ 2 ∧ ‖c‖ = ε := by
    refine ⟨Complex.I * ε, by simp, ?_, by simp [abs_of_pos hε]⟩
    linear_combination (ε : ℂ) ^ 2 * Complex.I_mul_I
  -- the combinations F ∓ iεR have norm at most 1/ε, by the C*-identity
  have key : ∀ M : Matrix n n ℂ, M.IsHermitian →
      ‖shiftedInverse ε M - c • (shiftedDenominator ε M)⁻¹‖ ≤ 1 / ε ∧
      ‖shiftedInverse ε M + c • (shiftedDenominator ε M)⁻¹‖ ≤ 1 / ε := by
    intro M hM
    have hS : (shiftedDenominator ε M)ᴴ = shiftedDenominator ε M := by
      simp [shiftedDenominator, hM.eq]
    have hR : star (shiftedDenominator ε M)⁻¹ = (shiftedDenominator ε M)⁻¹ := by
      rw [Matrix.star_eq_conjTranspose, Matrix.conjTranspose_nonsing_inv, hS]
    have hMs : star M = M := hM
    have hu := Matrix.mul_nonsing_inv _
      ((Matrix.isUnit_iff_isUnit_det _).mp (isUnit_shiftedDenominator hε.ne' hM))
    have hc := mul_inv_comm hε.ne' hM
    unfold shiftedInverse
    generalize (shiftedDenominator ε M)⁻¹ = R at *
    have hstar : star (M * R - c • R) = M * R + c • R := by
      rw [star_sub, star_mul, star_smul, hR, hMs, hcs, hc, neg_smul, sub_neg_eq_add]
    have hc' : R * (M * R) = M * (R * R) := by rw [← mul_assoc, ← hc, mul_assoc]
    have hGG : star (M * R - c • R) * (M * R - c • R) = R := by
      calc star (M * R - c • R) * (M * R - c • R) = shiftedDenominator ε M * R * R := by
            rw [hstar]
            simp only [shiftedDenominator, add_mul, mul_sub, smul_mul_assoc, mul_smul_comm,
              mul_assoc, hc', one_mul]
            linear_combination (norm := module) -(hcc • (R * R))
        _ = R := by rw [hu, one_mul]
    have hn : ‖R‖ = ‖M * R - c • R‖ * ‖M * R - c • R‖ := by
      rw [← CStarRing.norm_star_mul_self, hGG]
    have hd : (2 * c) • R = star (M * R - c • R) - (M * R - c • R) := by
      rw [hstar]
      module
    have hle : 2 * ε * ‖R‖ ≤ ‖M * R - c • R‖ + ‖M * R - c • R‖ := by
      calc 2 * ε * ‖R‖ = ‖(2 * c) • R‖ := by rw [norm_smul, norm_mul, hcn]; simp
        _ ≤ ‖star (M * R - c • R)‖ + ‖M * R - c • R‖ := by rw [hd]; exact norm_sub_le _ _
        _ = _ := by rw [norm_star]
    have hG : ‖M * R - c • R‖ ≤ 1 / ε := by
      rw [hn] at hle
      rw [le_div_iff₀ hε]
      by_contra hlt
      push Not at hlt
      have hpos : 0 < ‖M * R - c • R‖ := pos_of_mul_pos_left (by linarith) hε.le
      nlinarith [mul_lt_mul_of_pos_left hlt hpos]
    exact ⟨hG, by rw [← hstar, norm_star]; exact hG⟩
  have split : shiftedInverse ε A - shiftedInverse ε B = (-(1 / 2) : ℂ) •
      ((shiftedInverse ε A - c • (shiftedDenominator ε A)⁻¹) * (A - B) *
          (shiftedInverse ε B - c • (shiftedDenominator ε B)⁻¹) +
        (shiftedInverse ε A + c • (shiftedDenominator ε A)⁻¹) * (A - B) *
          (shiftedInverse ε B + c • (shiftedDenominator ε B)⁻¹)) := by
    have he : (ε : ℂ) ^ 2 = -(c * c) := by rw [hcc, neg_neg]
    rw [shiftedInverse_sub hε.ne' hA hB, he]
    generalize A - B = D
    simp only [add_mul, mul_add, sub_mul, mul_sub, smul_mul_assoc, mul_smul_comm,
      mul_assoc]
    module
  have bound : ∀ X Y : Matrix n n ℂ, ‖X‖ ≤ 1 / ε → ‖Y‖ ≤ 1 / ε →
      ‖X * (A - B) * Y‖ ≤ ‖A - B‖ / ε ^ 2 := by
    intro X Y hX hY
    calc ‖X * (A - B) * Y‖ ≤ ‖X‖ * ‖A - B‖ * ‖Y‖ :=
          (norm_mul_le _ _).trans (by gcongr; exact norm_mul_le _ _)
      _ ≤ 1 / ε * ‖A - B‖ * (1 / ε) := by gcongr
      _ = ‖A - B‖ / ε ^ 2 := by ring
  have h1 := bound _ _ (key A hA).1 (key B hB).1
  have h2 := bound _ _ (key A hA).2 (key B hB).2
  have hhalf : ‖(-(1 / 2) : ℂ)‖ = 1 / 2 := by norm_num
  rw [split, norm_smul, hhalf]
  linarith [norm_add_le
    ((shiftedInverse ε A - c • (shiftedDenominator ε A)⁻¹) * (A - B) *
      (shiftedInverse ε B - c • (shiftedDenominator ε B)⁻¹))
    ((shiftedInverse ε A + c • (shiftedDenominator ε A)⁻¹) * (A - B) *
      (shiftedInverse ε B + c • (shiftedDenominator ε B)⁻¹))]
```

Bounding the two terms of the difference formula separately would lose the sharp constant. For Hermitian M, set

G_M = F_M − iεR_M = (M + iε)⁻¹.

Since F_M and R_M are Hermitian and commute, G_M† = F_M + iεR_M, and

G_M†G_M = F_M² + ε²R_M² = (M² + ε²)R_M² = R_M.

The C*-identity ‖G†G‖ = ‖G‖² therefore gives ‖R_M‖ = ‖G_M‖². Also G_M† − G_M = 2iεR_M, so

2ε‖G_M‖² = 2ε‖R_M‖ ≤ 2‖G_M‖, hence ‖G_M‖ ≤ 1/ε.

This is `key`, with `c` = iε. Expanding the products turns the difference formula into `split`:

F_A − F_B = −½[G_A(A − B)G_B + G_A†(A − B)G_B†].

By `bound`, each product has norm at most ‖A − B‖/ε², and the triangle inequality gives the same bound for their average.

```lean
/-- For `ε > 0` and matrices of nonzero size, any constant `C` for which the regularised inverses of
all Hermitian pairs `A`, `B` differ in norm by at most `C * ‖A - B‖` is at least `1 / ε²`. -/
theorem lipschitz_constant_sharp [Nonempty n] {ε C : ℝ} (hε : 0 < ε)
    (hC : ∀ A B : Matrix n n ℂ, A.IsHermitian → B.IsHermitian →
      ‖shiftedInverse ε A - shiftedInverse ε B‖ ≤ C * ‖A - B‖) : 1 / ε ^ 2 ≤ C := by
  -- test on A = t·1 and B = 0
  have h : ∀ t : ℝ, 0 < t → 1 ≤ C * (t ^ 2 + ε ^ 2) := by
    intro t ht
    have hq : 0 < t ^ 2 + ε ^ 2 := by positivity
    have hH : (diagonal fun _ : n => (t : ℂ)).IsHermitian := by
      rw [Matrix.IsHermitian, Matrix.diagonal_conjTranspose]
      congr 1
      funext i
      simp
    have h1 := hC _ 0 hH Matrix.isHermitian_zero
    have h0 : shiftedInverse ε (0 : Matrix n n ℂ) = 0 := by simp [shiftedInverse]
    rw [h0, sub_zero, sub_zero, shiftedInverse_diagonal hε.ne' (fun _ => t),
      Matrix.l2_opNorm_diagonal, Matrix.l2_opNorm_diagonal, pi_norm_const, pi_norm_const,
      Complex.norm_real, Complex.norm_real, Real.norm_of_nonneg (by positivity),
      Real.norm_of_nonneg ht.le, div_le_iff₀ hq] at h1
    have h2 : t * 1 ≤ t * (C * (t ^ 2 + ε ^ 2)) := by linarith
    exact le_of_mul_le_mul_left h2 ht
  have hCpos : 0 < C := by
    have hq : 0 < (1 : ℝ) ^ 2 + ε ^ 2 := by positivity
    exact pos_of_mul_pos_left (lt_of_lt_of_le one_pos (h 1 one_pos)) hq.le
  rw [div_le_iff₀ (by positivity)]
  by_contra hlt
  push Not at hlt
  have hs : 0 < (1 - C * ε ^ 2) / (2 * C) := div_pos (by linarith) (by linarith)
  have h3 := h _ (Real.sqrt_pos.mpr hs)
  rw [Real.sq_sqrt hs.le, mul_add] at h3
  have h4 : C * ((1 - C * ε ^ 2) / (2 * C)) = (1 - C * ε ^ 2) / 2 := by
    field_simp
  linarith
```

Suppose a constant C works for all Hermitian pairs. Taking A = t·1 with t > 0 and B = 0 gives

t/(t² + ε²) ≤ Ct, so 1 ≤ C(t² + ε²).

Letting t → 0 yields C ≥ 1/ε². Lean avoids the limit: if Cε² < 1, it chooses t² = (1 − Cε²)/(2C), which makes the right-hand side (1 + Cε²)/2 < 1. `Nonempty n` excludes the 0 × 0 matrix, for which every norm is zero.

## Energies and surfaces

```lean
/-- For Hermitian `A`, `B`, a fixed coupling vector `v` and `ε > 0`, the second-order energies
differ by at most `‖A - B‖ ‖v‖² / ε²`. -/
theorem abs_shiftedEnergy_sub_le {ε : ℝ} (hε : 0 < ε) {A B : Matrix n n ℂ}
    (hA : A.IsHermitian) (hB : B.IsHermitian) (v : EuclideanSpace ℂ n) :
    |shiftedEnergy ε A v - shiftedEnergy ε B v| ≤ ‖A - B‖ / ε ^ 2 * ‖v‖ ^ 2 := by
  have h : shiftedEnergy ε A v - shiftedEnergy ε B v =
      -(inner ℂ v (WithLp.toLp 2
        ((shiftedInverse ε A - shiftedInverse ε B) *ᵥ v.ofLp))).re := by
    rw [Matrix.sub_mulVec, WithLp.toLp_sub, inner_sub_right, Complex.sub_re]
    unfold shiftedEnergy
    ring
  rw [h, abs_neg]
  calc _ ≤ ‖v‖ * ‖WithLp.toLp 2
        ((shiftedInverse ε A - shiftedInverse ε B) *ᵥ v.ofLp)‖ :=
        (Complex.abs_re_le_norm _).trans (norm_inner_le_norm _ _)
    _ ≤ ‖v‖ * (‖shiftedInverse ε A - shiftedInverse ε B‖ * ‖v‖) := by
        gcongr
        exact Matrix.l2_opNorm_mulVec _ v
    _ ≤ ‖v‖ * (‖A - B‖ / ε ^ 2 * ‖v‖) := by
        gcongr
        exact norm_shiftedInverse_sub_le hε hA hB
    _ = _ := by ring
```

The energy is linear in F_A, so for fixed v the Cauchy–Schwarz inequality gives

|E_A − E_B| = |Re⟨v, (F_A − F_B)v⟩| ≤ ‖F_A − F_B‖ ‖v‖² ≤ ‖A − B‖ ‖v‖²/ε².

For imaginary-shifted second-order energies of this form, with a finite perturber space and fixed couplings, this limits how far a small change in the denominators can move the result, even at a crossing.

```lean
/-- If the Hermitian matrix `H s` is `k` times continuously differentiable in the nuclear
coordinates `s`, then so is its regularised inverse at any fixed nonzero shift. -/
theorem contDiff_shiftedInverse {E : Type*} [NormedAddCommGroup E] [NormedSpace ℝ E]
    {ε : ℝ} (hε : ε ≠ 0) {k : ℕ∞} {H : E → Matrix n n ℂ} (hH : ContDiff ℝ k H)
    (hherm : ∀ s, (H s).IsHermitian) :
    ContDiff ℝ k fun s => shiftedInverse ε (H s) := by
  have : CompleteSpace (Matrix n n ℂ) := FiniteDimensional.complete ℂ _
  have h : ContDiff ℝ k fun s => shiftedDenominator ε (H s) :=
    (hH.mul hH).add contDiff_const
  refine hH.mul (contDiff_iff_contDiffAt.mpr fun s => ?_)
  -- inversion is smooth at every invertible matrix
  obtain ⟨u, hu⟩ := isUnit_shiftedDenominator hε (hherm s)
  have h2 : ContDiffAt ℝ k Ring.inverse (shiftedDenominator ε (H s)) := by
    rw [← hu]
    exact contDiffAt_ringInverse ℝ u
  simp only [Matrix.nonsing_inv_eq_ringInverse]
  exact h2.comp s h.contDiffAt

end

end ImaginaryShiftSurfaces
```

Here `H s` is the denominator matrix at nuclear coordinates s, not the full Hamiltonian. If it is Hermitian everywhere and k times continuously differentiable (k may be infinite), so is its shifted inverse. Sums and products preserve smoothness, and inversion is smooth at every invertible matrix, which A² + ε² always is.

Smoothness of H(s) is assumed: a switch of the active-space root can break it. On a real surface the couplings v(s) vary as well; if they too are k times continuously differentiable, so is the shifted second-order energy.

```lean
#print axioms ImaginaryShiftSurfaces.norm_shiftedInverse_sub_le
-- 'ImaginaryShiftSurfaces.norm_shiftedInverse_sub_le' depends on axioms: [propext, Classical.choice, Quot.sound]
#print axioms ImaginaryShiftSurfaces.lipschitz_constant_sharp
-- 'ImaginaryShiftSurfaces.lipschitz_constant_sharp' depends on axioms: [propext, Classical.choice, Quot.sound]
#print axioms ImaginaryShiftSurfaces.abs_shiftedEnergy_sub_le
-- 'ImaginaryShiftSurfaces.abs_shiftedEnergy_sub_le' depends on axioms: [propext, Classical.choice, Quot.sound]
#print axioms ImaginaryShiftSurfaces.contDiff_shiftedInverse
-- 'ImaginaryShiftSurfaces.contDiff_shiftedInverse' depends on axioms: [propext, Classical.choice, Quot.sound]
```
